# The dipole correction makes the in-plane-averaged energy of a neutral slab exact within one period

When a polar slab is simulated with a three-dimensional Ewald sum that leaves out the zero wave vector (conducting boundary conditions), a common correction adds the term \(2\pi M^2/(AL)\), in Gaussian units, to the energy to remove the coupling between the slab and its periodic images. Here \(M\) is the dipole moment along the surface normal, \(A\) the area of the cell and \(L\) its period along the normal. For fixed charges with zero total charge and height differences of at most \(L\), this term removes the coupling completely from the in-plane-averaged part of the energy.

## From the cosine series to the dipole term

Take finitely many charges \(q_i\) at heights \(z_i\), write \(z_{ij}=z_i-z_j\), and use Gaussian units. Averaging over the plane turns each charge into a uniform sheet of density \(q_i/A\). For a single slab, two such sheets interact with energy \(-2\pi q_iq_j|z_{ij}|/A\), so that

\[
E_{2D}=-\frac{\pi}{A}\sum_{i,j}q_iq_j|z_{ij}| .
\]

For the repeated slab, the Coulomb kernel \(4\pi/G^2\) is summed over the wave numbers \(\pm G_n\), with \(G_n=2\pi n/L\) and \(n\ge1\):

\[
E_{3D}=\frac12\sum_{i,j}q_iq_j\,P(z_{ij}),\qquad
P(z)=\frac{8\pi}{AL}\sum_{n\ge1}\frac{\cos(G_nz)}{G_n^2}.
\]

Leaving out \(n=0\) gives each charge a uniform neutralising background and sets the cell average of the resulting potential to zero.

To sum the series, consider \(B_2(x)=x^2-x+\tfrac16\) on \([0,1]\). Its mean is \(\tfrac13-\tfrac12+\tfrac16=0\), and its sine coefficients vanish because \(B_2(1-x)=B_2(x)\). Two integrations by parts give the cosine coefficients:

\[
2\int_0^1B_2(x)\cos(2\pi nx)\,dx
=-\frac{1}{\pi n}\int_0^1(2x-1)\sin(2\pi nx)\,dx=\frac{1}{\pi^2n^2}.
\]

Since \(B_2(0)=B_2(1)\), the periodic extension is continuous. The coefficients are absolutely summable, so the Fourier series equals \(B_2\) on all of \([0,1]\):

\[
\sum_{n\ge1}\frac{\cos(2\pi nx)}{n^2}=\pi^2\left(x^2-x+\tfrac16\right).
\]

For \(|z|\le L\), put \(x=|z|/L\) and multiply by \(L^2/(4\pi^2)\):

\[
\sum_{n\ge1}\frac{\cos(G_nz)}{G_n^2}=\frac{z^2}{4}-\frac{L|z|}{4}+\frac{L^2}{24},
\qquad
P(z)=\frac{2\pi}{A}\left(\frac{z^2}{L}-|z|+\frac L6\right).
\]

The term in \(|z|\) is the interaction of two isolated sheets. The parabola comes from the background.

Now let \(Q=\sum_iq_i\), \(M=\sum_iq_iz_i\) and \(S=\sum_iq_iz_i^2\). Expanding the square gives

\[
\sum_{i,j}q_iq_jz_{ij}^2=SQ-2M^2+QS=2QS-2M^2 .
\]

Inserting \(P\) into the energy therefore yields

\[
E_{3D}=E_{2D}+\frac{2\pi}{AL}(QS-M^2)+\frac{\pi L}{6A}Q^2,
\]

or, after rearrangement,

\[
E_{3D}+\frac{2\pi}{AL}\left(M^2-QS-\frac{Q^2L^2}{12}\right)=E_{2D}.
\]

For \(Q=0\) this becomes

\[
E_{3D}+\frac{2\pi M^2}{AL}=E_{2D}.
\]

## Energies and moments in Lean

The charges are indexed by an arbitrary finite type `ι`, and `q` and `z` assign a real charge and a real height to each index.

```lean
import Mathlib

open Real Filter Topology

namespace SlabDipoleCorrection

noncomputable section

variable {ι : Type*} [Fintype ι]
```

The wave number \(G_n\) is a function of the period and of a natural number.

```lean
/-- The reciprocal-lattice wave number `G_n = 2πn/L` along the surface normal, for a period
`L ≠ 0`. -/
def waveNumber (L : ℝ) (n : ℕ) : ℝ := 2 * π * n / L
```

The function \(P\) is an infinite series, with no cutoff. Lean's summation index starts at 0, so the term with index `n` contains \(G_{n+1}\).

```lean
/-- The in-plane-averaged interaction of two unit charges at height difference `z`, repeated with
period `L > 0` over the area `A > 0`: the reciprocal sum over `G_1, G_2, ...`. -/
def periodicPair (A L z : ℝ) : ℝ :=
  8 * π / (A * L) * ∑' n : ℕ, cos (waveNumber L (n + 1) * z) / waveNumber L (n + 1) ^ 2
```

Both energies are double sums over ordered pairs and include \(i=j\). These diagonal terms vanish in \(E_{2D}\). In \(E_{3D}\) they describe a charge interacting with its own images and background.

```lean
/-- The in-plane-averaged energy of the periodically repeated slab, for `A > 0` and `L > 0`. -/
def energy3D (A L : ℝ) (q z : ι → ℝ) : ℝ :=
  1 / 2 * ∑ i, ∑ j, q i * q j * periodicPair A L (z i - z j)

/-- The in-plane-averaged energy of a single slab, periodic only in the plane, for `A > 0`. -/
def energy2D (A : ℝ) (q z : ι → ℝ) : ℝ :=
  -(π / A) * ∑ i, ∑ j, q i * q j * |z i - z j|
```

The three moments \(Q\), \(M\) and \(S\) follow.

```lean
/-- The total charge of the slab. -/
def totalCharge (q : ι → ℝ) : ℝ := ∑ i, q i

/-- The dipole moment of the slab along the surface normal. -/
def dipole (q z : ι → ℝ) : ℝ := ∑ i, q i * z i

/-- The second moment of the charge distribution along the surface normal. -/
def secondMoment (q z : ι → ℝ) : ℝ := ∑ i, q i * z i ^ 2
```

These definitions cover only the part of the electrostatic energy with zero in-plane wave vector. The lateral structure of the charges also couples the images, and the dipole term does not remove that contribution; it decays exponentially with the gap between images. The charges are fixed, so the response of an electron density to the field of the images is not described either.

## Closed form of the pair interaction

The hypothesis `|z| ≤ L` places \(|z|/L\) in \([0,1]\), where the Bernoulli formula applies. `HasSum` states that the series converges to the given value.

```lean
/-- For a height difference of at most one period `L > 0`, the reciprocal sum converges to a
quadratic polynomial in the distance. -/
theorem hasSum_reciprocal {L z : ℝ} (hL : 0 < L) (hz : |z| ≤ L) :
    HasSum (fun n : ℕ => cos (waveNumber L (n + 1) * z) / waveNumber L (n + 1) ^ 2)
      (z ^ 2 / 4 - L * |z| / 4 + L ^ 2 / 24) := by
  have hx : |z| / L ∈ Set.Icc (0 : ℝ) 1 := ⟨by positivity, (div_le_one hL).2 hz⟩
  -- the second Bernoulli polynomial
  have hB : ((Polynomial.bernoulli 2).map (algebraMap ℚ ℝ)).eval (|z| / L)
      = (|z| / L) ^ 2 - |z| / L + 1 / 6 := by
    simp only [Polynomial.bernoulli, Finset.sum_range_succ, Finset.sum_range_zero, zero_add,
      Polynomial.map_add, Polynomial.map_monomial, Polynomial.eval_add, Polynomial.eval_monomial]
    rw [bernoulli_one, bernoulli_eq_bernoulli'_of_ne_one zero_ne_one, bernoulli'_zero,
      bernoulli_eq_bernoulli'_of_ne_one (by decide : 2 ≠ 1), bernoulli'_two]
    norm_num [Nat.choose]
    ring
  have h : HasSum (fun n : ℕ => 1 / (n : ℝ) ^ 2 * cos (2 * π * n * (|z| / L)))
      (π ^ 2 * ((|z| / L) ^ 2 - |z| / L + 1 / 6)) := by
    have h0 := hasSum_one_div_nat_pow_mul_cos (k := 1) one_ne_zero hx
    simp only [mul_one] at h0
    rw [hB] at h0
    convert h0 using 1
    have h2 : ((Nat.factorial 2 : ℕ) : ℝ) = 2 := by norm_num [Nat.factorial]
    rw [h2]
    ring
  -- drop the empty term n = 0 and restore the units of length
  have h1 := ((hasSum_nat_add_iff' 1).2 h).mul_left (L ^ 2 / (4 * π ^ 2))
  have hf : (fun n : ℕ => cos (waveNumber L (n + 1) * z) / waveNumber L (n + 1) ^ 2)
      = fun n : ℕ => L ^ 2 / (4 * π ^ 2) * (1 / ((n + 1 : ℕ) : ℝ) ^ 2
        * cos (2 * π * ((n + 1 : ℕ) : ℝ) * (|z| / L))) := by
    funext n
    have hw : 0 ≤ waveNumber L (n + 1) := by unfold waveNumber; positivity
    have hc : cos (waveNumber L (n + 1) * z)
        = cos (2 * π * ((n + 1 : ℕ) : ℝ) * (|z| / L)) := by
      rw [← Real.cos_abs (waveNumber L (n + 1) * z), abs_mul, abs_of_nonneg hw]
      congr 1
      unfold waveNumber
      ring
    rw [hc]
    show _ = L ^ 2 / (4 * π ^ 2) * (1 / ((n + 1 : ℕ) : ℝ) ^ 2
      * cos (2 * π * ((n + 1 : ℕ) : ℝ) * (|z| / L)))
    generalize cos (2 * π * ((n + 1 : ℕ) : ℝ) * (|z| / L)) = c
    unfold waveNumber
    generalize ((n + 1 : ℕ) : ℝ) = m
    rw [div_pow, div_div_eq_mul_div]
    ring
  have hv : z ^ 2 / 4 - L * |z| / 4 + L ^ 2 / 24
      = L ^ 2 / (4 * π ^ 2) * (π ^ 2 * ((|z| / L) ^ 2 - |z| / L + 1 / 6)
        - ∑ i ∈ Finset.range 1, 1 / (i : ℝ) ^ 2 * cos (2 * π * i * (|z| / L))) := by
    simp only [Finset.sum_range_one, Nat.cast_zero, ne_eq, OfNat.ofNat_ne_zero,
      not_false_eq_true, zero_pow, div_zero, zero_mul, sub_zero]
    rw [← sq_abs z]
    have hL' := hL.ne'
    field_simp
    ring
  rw [hf, hv]
  exact h1
```

Here `hB` evaluates the second Bernoulli polynomial, and `h` takes its Fourier series from Mathlib in place of the integrations by parts. That series starts at \(n=0\), where Lean's convention \(x/0=0\) makes the term vanish; the same convention lets several theorems below omit the condition \(A\ne0\), although only \(A>0\) describes an area. The step `h1` removes this term and multiplies by \(L^2/(4\pi^2)\). Then `hf` matches the summands, using that the cosine is even, and `hv` matches the values.

Multiplication by \(8\pi/(AL)\) gives the closed form of \(P\).

```lean
/-- Within one period `L > 0`, the periodic pair interaction is the two-dimensional one,
`-2π|z|/A`, plus a parabola and a constant. -/
theorem periodicPair_eq (A : ℝ) {L z : ℝ} (hL : 0 < L) (hz : |z| ≤ L) :
    periodicPair A L z = 2 * π / A * (z ^ 2 / L - |z| + L / 6) := by
  have h : L * L⁻¹ = 1 := mul_inv_cancel₀ hL.ne'
  rw [periodicPair, (hasSum_reciprocal hL hz).tsum_eq]
  linear_combination (2 * π * A⁻¹ * (L / 6 - |z|)) * h
```

## The correction for charged and neutral slabs

The identity for the squared separations needs no condition on the heights. The proof writes each product of moments as a double sum and compares the summands.

```lean
/-- The charge-weighted sum of squared height differences is fixed by the total charge, the dipole
and the second moment. -/
theorem sum_sq_separation (q z : ι → ℝ) :
    ∑ i, ∑ j, q i * q j * (z i - z j) ^ 2
      = 2 * (totalCharge q * secondMoment q z) - 2 * dipole q z ^ 2 := by
  have h : ∑ i, ∑ j, q i * q j * (z i - z j) ^ 2
      = secondMoment q z * totalCharge q + totalCharge q * secondMoment q z
        - 2 * (dipole q z * dipole q z) := by
    unfold secondMoment totalCharge dipole
    rw [Finset.sum_mul_sum, Finset.sum_mul_sum, Finset.sum_mul_sum]
    simp only [Finset.mul_sum, ← Finset.sum_add_distrib, ← Finset.sum_sub_distrib]
    exact Finset.sum_congr rfl fun i _ => Finset.sum_congr rfl fun j _ => by ring
  rw [h]
  ring
```

The next theorem allows any total charge. Its hypothesis `hz` bounds every height difference by the period. Heights in \([0,L]\) satisfy it, but the origin may lie anywhere.

```lean
/-- For any total charge, and height differences of at most one period `L > 0`, a correction built
from the first three moments turns the periodic energy into the two-dimensional one. -/
theorem charged_slab_correction (A : ℝ) {L : ℝ} (q z : ι → ℝ) (hL : 0 < L)
    (hz : ∀ i j, |z i - z j| ≤ L) :
    energy3D A L q z + 2 * π / (A * L) * (dipole q z ^ 2 - totalCharge q * secondMoment q z
      - totalCharge q ^ 2 * L ^ 2 / 12) = energy2D A q z := by
  have h : L * L⁻¹ = 1 := mul_inv_cancel₀ hL.ne'
  -- insert the closed pair interaction term by term
  have hE : energy3D A L q z = π / (A * L) * ∑ i, ∑ j, q i * q j * (z i - z j) ^ 2
      + energy2D A q z + π * L / (6 * A) * ∑ i, ∑ j, q i * q j := by
    unfold energy3D energy2D
    simp only [Finset.mul_sum, ← Finset.sum_add_distrib]
    refine Finset.sum_congr rfl fun i _ => Finset.sum_congr rfl fun j _ => ?_
    rw [periodicPair_eq A hL (hz i j)]
    ring
  have h0 : ∑ i, ∑ j, q i * q j = totalCharge q * totalCharge q := by
    unfold totalCharge
    rw [Finset.sum_mul_sum]
  rw [hE, h0, sum_sq_separation]
  linear_combination (-(π * A⁻¹ * totalCharge q ^ 2 * L / 6)) * h
```

The step `hE` inserts \(P\) into every pair and separates the three sums of the derivation, `h0` identifies \(\sum_{i,j}q_iq_j\) with \(Q^2\), and the preceding lemma supplies the squared separations. For \(Q\ne0\) the correction depends on the zeros of potential chosen in the two energies: zero cell average in one, and zero at the sheet itself in the other.

Setting \(Q=0\) leaves the dipole term alone.

```lean
/-- For a neutral slab with height differences of at most one period `L > 0`, the periodic energy
plus `2πM²/(AL)`, with `M` the dipole, is exactly the two-dimensional energy. -/
theorem dipole_correction_exact (A : ℝ) {L : ℝ} (q z : ι → ℝ) (hL : 0 < L)
    (hz : ∀ i j, |z i - z j| ≤ L) (hq : totalCharge q = 0) :
    energy3D A L q z + 2 * π * dipole q z ^ 2 / (A * L) = energy2D A q z := by
  have h := charged_slab_correction A q z hL hz
  rw [hq] at h
  linear_combination h
```

## Prefactor, large periods and separations beyond the period

Suppose that a term \(cM^2/(AL)\) is also exact for a neutral slab. Subtracting the identity just proved gives \((c-2\pi)M^2/(AL)=0\), so \(c=2\pi\) whenever \(M\ne0\). The Lean proof performs this subtraction in `h0` and cancels the nonzero factor `hne`.

```lean
/-- For a neutral slab with nonzero dipole, nonzero area and height differences of at most one
period `L > 0`, a correction `cM²/(AL)` is exact if and only if `c = 2π`. -/
theorem correction_exact_iff {A L : ℝ} (q z : ι → ℝ) (hA : A ≠ 0) (hL : 0 < L)
    (hz : ∀ i j, |z i - z j| ≤ L) (hq : totalCharge q = 0) (hM : dipole q z ≠ 0) (c : ℝ) :
    energy3D A L q z + c * dipole q z ^ 2 / (A * L) = energy2D A q z ↔ c = 2 * π := by
  have h := dipole_correction_exact A q z hL hz hq
  constructor
  · intro hc
    have h0 : (c - 2 * π) * (dipole q z ^ 2 / (A * L)) = 0 := by linear_combination hc - h
    have hne : dipole q z ^ 2 / (A * L) ≠ 0 :=
      div_ne_zero (pow_ne_zero 2 hM) (mul_ne_zero hA hL.ne')
    exact sub_eq_zero.1 ((mul_eq_zero.1 h0).resolve_right hne)
  · intro hc
    rw [hc]
    exact h
```

Without the correction, a neutral slab with height differences of at most \(L\) has the error \(E_{3D}-E_{2D}=-2\pi M^2/(AL)\), which vanishes as \(L\to\infty\) with the charges, heights and area held fixed.

```lean
/-- For a neutral slab, the uncorrected periodic energy tends to the two-dimensional energy as the
period grows without bound. -/
theorem energy3D_tendsto (A : ℝ) (q z : ι → ℝ) (hq : totalCharge q = 0) :
    Tendsto (fun L => energy3D A L q z) atTop (𝓝 (energy2D A q z)) := by
  have h1 : Tendsto (fun L : ℝ => energy2D A q z - 2 * π * dipole q z ^ 2 / A * L⁻¹) atTop
      (𝓝 (energy2D A q z - 2 * π * dipole q z ^ 2 / A * 0)) :=
    tendsto_const_nhds.sub (tendsto_inv_atTop_zero.const_mul _)
  rw [mul_zero, sub_zero] at h1
  -- eventually the period exceeds every height difference
  have hall : ∀ᶠ L : ℝ in atTop, ∀ i j, |z i - z j| ≤ L :=
    eventually_all.2 fun i => eventually_all.2 fun j => eventually_ge_atTop _
  refine h1.congr' ?_
  filter_upwards [eventually_gt_atTop (0 : ℝ), hall] with L hL hz
  have h := dipole_correction_exact A q z hL hz hq
  linear_combination (-1) * h
```

The theorem needs no bound on the heights, because there are finitely many charges and \(L\) eventually exceeds every separation. This is `hall`; from there on, the energy agrees with the expression whose limit is computed in `h1`.

For a fixed period, some restriction on the separations is necessary. Place charges \(+1\) and \(-1\) at heights \(0\) and \(2L\). Since \(\cos(2LG_n)=\cos(4\pi n)=1\), the periodic interaction does not distinguish this separation from zero, and

\[
E_{3D}=\tfrac12P(0)(1-1-1+1)=0 .
\]

The dipole is \(M=-2L\), so the correction equals \(8\pi L/A\), whereas \(E_{2D}=4\pi L/A\).

```lean
/-- Two opposite unit charges separated by two periods, with `A ≠ 0` and `L > 0`, violate the
dipole-corrected identity. -/
theorem correction_fails_beyond_period {A L : ℝ} (hA : A ≠ 0) (hL : 0 < L) :
    energy3D A L ![1, -1] ![0, 2 * L] + 2 * π * dipole ![1, -1] ![0, 2 * L] ^ 2 / (A * L)
      ≠ energy2D A ![1, -1] ![0, 2 * L] := by
  have h : L * L⁻¹ = 1 := mul_inv_cancel₀ hL.ne'
  have h2L : 0 < 2 * L := by positivity
  -- the periodic interaction cannot tell the separation 2L from zero
  have hc : ∀ n : ℕ, cos (waveNumber L (n + 1) * (2 * L)) = 1 := by
    intro n
    have e : waveNumber L (n + 1) * (2 * L) = ((2 * (n + 1) : ℕ) : ℝ) * (2 * π) := by
      unfold waveNumber
      push_cast
      linear_combination (4 * π * ((n : ℝ) + 1)) * h
    rw [e, Real.cos_nat_mul_two_pi]
  have hp1 : periodicPair A L (2 * L) = periodicPair A L 0 := by
    simp only [periodicPair, hc, mul_zero, Real.cos_zero]
  have hp2 : periodicPair A L (-(2 * L)) = periodicPair A L 0 := by
    simp only [periodicPair, mul_neg, Real.cos_neg, hc, mul_zero, Real.cos_zero]
  have h3 : energy3D A L ![1, -1] ![0, 2 * L] = 0 := by
    simp [energy3D, Fin.sum_univ_two, hp1, hp2]
  have h2 : energy2D A ![1, -1] ![0, 2 * L] = 4 * π * L / A := by
    simp only [energy2D, Fin.sum_univ_two, Matrix.cons_val_zero, Matrix.cons_val_one,
      Matrix.cons_val_fin_one, sub_self, zero_sub, sub_zero, abs_neg, abs_zero, abs_of_pos h2L]
    ring
  have hd : dipole ![1, -1] ![0, 2 * L] = -(2 * L) := by
    simp only [dipole, Fin.sum_univ_two, Matrix.cons_val_zero, Matrix.cons_val_one,
      Matrix.cons_val_fin_one]
    ring
  have e : 2 * π * (-(2 * L)) ^ 2 / (A * L) = 2 * (4 * π * L / A) := by
    linear_combination (8 * π * L * A⁻¹) * h
  have hne : 4 * π * L / A ≠ 0 := div_ne_zero (by positivity) hA
  intro heq
  rw [h3, hd, h2, e] at heq
  exact hne (by linarith)

end

end SlabDipoleCorrection
```

In the proof, `hc` evaluates the cosines, `h3` and `h2` give the two energies, and `hd` and `e` give the correction. Equality would force \(4\pi L/A=0\), which `hne` excludes. In a simulation the bound therefore applies to the coordinates from which \(M\) is computed, including those of particles that have been followed across the cell boundary. These coordinates must also describe the slab in one piece. If the cell boundary cuts through the slab, coordinates wrapped into the cell satisfy the bound, but \(M\) and \(E_{2D}\) then belong to the cut arrangement and not to the intact slab.

```lean
#print axioms SlabDipoleCorrection.dipole_correction_exact
#print axioms SlabDipoleCorrection.correction_exact_iff
#print axioms SlabDipoleCorrection.energy3D_tendsto
#print axioms SlabDipoleCorrection.correction_fails_beyond_period
```

```
'SlabDipoleCorrection.dipole_correction_exact' depends on axioms: [propext, Classical.choice, Quot.sound]
'SlabDipoleCorrection.correction_exact_iff' depends on axioms: [propext, Classical.choice, Quot.sound]
'SlabDipoleCorrection.energy3D_tendsto' depends on axioms: [propext, Classical.choice, Quot.sound]
'SlabDipoleCorrection.correction_fails_beyond_period' depends on axioms: [propext, Classical.choice, Quot.sound]
```
